# Local virial theorem, Ehrenfest force and Cremer–Kraka energy density for independent electrons on a line

Q: I want to know how the energy and the force at a point of a molecule are tied to its electron density. Which objects do you use, and in which units?

A: Independent electrons on a line, in atomic units. A real orbital \(p_i\) of energy \(e_i\) in the potential \(v\) satisfies

\[ -\tfrac12 p_i'' + v\,p_i = e_i\,p_i \]

at every point. `IsOrbital v e p` says this, and also that \(p\) and \(p'\) are differentiable. Lean's `deriv` returns 0 where no derivative exists, so those two conditions make the derivatives in the equation genuine.

```lean
import Mathlib

open Finset

namespace AtomsInMoleculesLine

noncomputable section

/-- A real orbital `p` of energy `e` in the potential `v`: a twice differentiable solution of
`-p''/2 + v p = e p` on the line. -/
structure IsOrbital (v : ℝ → ℝ) (e : ℝ) (p : ℝ → ℝ) : Prop where
  diff : Differentiable ℝ p
  diff_deriv : Differentiable ℝ (deriv p)
  schrodinger : ∀ x, -deriv (deriv p) x / 2 + v x * p x = e * p x
```

Q: And the densities?

A: The index \(i\) runs over a finite set, and \(n_i\) is a real occupation number: 1 for one electron, 2 for a closed-shell pair. The electron density is \(\rho=\sum_i n_i p_i^2\).

```lean
variable {ι : Type*} [Fintype ι]

/-- The electron density `ρ = ∑ n_i p_i²` with occupations `n_i`. -/
def density (n : ι → ℝ) (p : ι → ℝ → ℝ) (x : ℝ) : ℝ :=
  ∑ i, n i * p i x ^ 2
```

The kinetic energy density is taken in its gradient form, \(G=\tfrac12\sum_i n_i p_i'^2\).

```lean
/-- The gradient form of the kinetic energy density, `G = ∑ n_i p_i'² / 2`. -/
def kineticG (n : ι → ℝ) (p : ι → ℝ → ℝ) (x : ℝ) : ℝ :=
  ∑ i, n i * (deriv (p i) x ^ 2 / 2)
```

The third density is the virial field, \(V=\tfrac12\sum_i n_i(p_i p_i''-p_i'^2)\).

```lean
/-- The potential energy density (virial field) `V = ∑ n_i (p_i p_i'' - p_i'²) / 2`. -/
def virialV (n : ι → ℝ) (p : ι → ℝ → ℝ) (x : ℝ) : ℝ :=
  ∑ i, n i * ((p i x * deriv (deriv (p i)) x - deriv (p i) x ^ 2) / 2)
```

Q: You don't ask for normalised or orthogonal orbitals.

A: The identities hold without either. For \(\rho\) to count electrons, you supply normalised orbitals. Mind the letters, too: \(V\) is usually called the potential energy density, but it is not \(\rho v\), and in a general potential its integral is not the mean potential energy.

Q: How do you differentiate these sums?

A: With two small tools. One is \((f^2)'=2ff'\).

```lean
variable {n e : ι → ℝ} {p : ι → ℝ → ℝ} {v : ℝ → ℝ}

private lemma hasDerivAt_square {f : ℝ → ℝ} {f' x : ℝ} (h : HasDerivAt f f' x) :
    HasDerivAt (fun y => f y ^ 2) (2 * f x * f') x := by
  simpa using h.fun_pow 2
```

The other is the Schrödinger equation solved for the second derivative, \(p_i''=2(v-e_i)p_i\).

```lean
private lemma IsOrbital.second {v p : ℝ → ℝ} {e : ℝ} (h : IsOrbital v e p) (x : ℝ) :
    deriv (deriv p) x = 2 * (v x - e) * p x := by
  linear_combination (-2) * h.schrodinger x
```

Q: Then start with the curvature of the density.

A: The first derivative is \(\rho'=\sum_i 2n_i p_i p_i'\).

```lean
/-- For differentiable orbitals the density has the gradient `ρ' = ∑ 2 n_i p_i p_i'`. -/
theorem density_hasDerivAt (h1 : ∀ i, Differentiable ℝ (p i)) (x : ℝ) :
    HasDerivAt (density n p) (∑ i, n i * (2 * p i x * deriv (p i) x)) x := by
  have h : HasDerivAt (fun y => ∑ i, n i * p i y ^ 2)
      (∑ i, n i * (2 * p i x * deriv (p i) x)) x :=
    HasDerivAt.fun_sum fun i _ => (hasDerivAt_square (h1 i x).hasDerivAt).const_mul (n i)
  exact h
```

Differentiating again and regrouping gives

\[ \rho''=\sum_i 2n_i\,(p_i'^2+p_i p_i'')=4\,(2G+V), \]

because \(8G=\sum_i 4n_i p_i'^2\) and \(4V=\sum_i 2n_i(p_i p_i''-p_i'^2)\). This is the local virial theorem, \(\tfrac14\rho''=2G+V\). `local_virial` states it with `HasDerivAt`, so the differentiability of \(\rho'\) is part of the conclusion. The proof applies the product rule to each orbital, and `ring` matches the terms.

```lean
/-- Local virial theorem: for twice differentiable orbitals `ρ'` is differentiable and
`ρ'' = 4 (2G + V)`. -/
theorem local_virial (h1 : ∀ i, Differentiable ℝ (p i))
    (h2 : ∀ i, Differentiable ℝ (deriv (p i))) (x : ℝ) :
    HasDerivAt (deriv (density n p)) (4 * (2 * kineticG n p x + virialV n p x)) x := by
  have hfun : deriv (density n p) = fun y => ∑ i, n i * (2 * p i y * deriv (p i) y) :=
    funext fun y => (density_hasDerivAt h1 y).deriv
  rw [hfun]
  have h : HasDerivAt (fun y => ∑ i, n i * (2 * p i y * deriv (p i) y))
      (∑ i, n i * (2 * (deriv (p i) x ^ 2 + p i x * deriv (deriv (p i)) x))) x :=
    HasDerivAt.fun_sum fun i _ => by
      have h := (((h1 i x).hasDerivAt.const_mul (2 : ℝ)).fun_mul
        (h2 i x).hasDerivAt).const_mul (n i)
      exact h.congr_deriv (by ring)
  refine h.congr_deriv ?_
  simp only [kineticG, virialV, Finset.mul_sum, ← Finset.sum_add_distrib]
  exact Finset.sum_congr rfl fun i _ => by ring
```

Q: The Schrödinger equation was never used. Where is the physics?

A: You are right: for any twice differentiable functions this is an identity. The physics enters when \(V\) is tied to the potential. Inserting \(p_i''=2(v-e_i)p_i\) gives

\[ V=\sum_i n_i\left[(v-e_i)p_i^2-\tfrac12 p_i'^2\right]. \]

```lean
/-- For orbitals of the potential `v`, the second derivatives can be eliminated from the virial
field: `V = ∑ n_i ((v - e_i) p_i² - p_i'² / 2)`. -/
theorem virialV_eq (h : ∀ i, IsOrbital v (e i) (p i)) :
    virialV n p = fun y => ∑ i, n i * ((v y - e i) * p i y ^ 2 - deriv (p i) y ^ 2 / 2) := by
  funext y
  refine Finset.sum_congr rfl fun i _ => ?_
  rw [(h i).second y]
  ring
```

This form contains only first derivatives of the orbitals, so it can be differentiated without assuming a third one:

\[ V'=\sum_i n_i\left[v'p_i^2+2(v-e_i)p_i p_i'-p_i'p_i''\right]=\rho\,v'. \]

The last two terms cancel by the Schrödinger equation. The force on an electron is \(-v'\), so the Ehrenfest force density is \(-\rho v'=-V'\). In `ehrenfest_force` the symbol `v'` is a number, the slope of \(v\) at the one point considered.

```lean
/-- Ehrenfest force balance: for orbitals of a potential `v` differentiable at `x`, the virial
field is differentiable there and `V' = ρ v'`, minus the force density on the electrons. -/
theorem ehrenfest_force (h : ∀ i, IsOrbital v (e i) (p i)) {x v' : ℝ}
    (hv : HasDerivAt v v' x) :
    HasDerivAt (virialV n p) (density n p x * v') x := by
  rw [virialV_eq h]
  have hs : HasDerivAt
      (fun y => ∑ i, n i * ((v y - e i) * p i y ^ 2 - deriv (p i) y ^ 2 / 2))
      (∑ i, n i * p i x ^ 2 * v') x :=
    HasDerivAt.fun_sum fun i _ => by
      have hd := (((hv.sub_const (e i)).fun_mul
        (hasDerivAt_square ((h i).diff x).hasDerivAt)).fun_sub
        ((hasDerivAt_square ((h i).diff_deriv x).hasDerivAt).div_const 2)).const_mul (n i)
      refine hd.congr_deriv ?_
      -- the terms in `p p'` cancel by the Schrödinger equation
      rw [(h i).second x]
      ring
  exact hs.congr_deriv (by simp only [density, Finset.sum_mul])
```

Q: What about the energy density \(G+V\) of Cremer and Kraka?

A: The gradient terms cancel:

\[ G+V=\sum_i (v-e_i)\,n_i p_i^2 . \]

This needs no derivative of \(v\). The proof substitutes for \(p_i''\) in each term.

```lean
/-- The Cremer-Kraka energy density of orbitals of the potential `v` is
`G + V = ∑ (v - e_i) n_i p_i²`. -/
theorem cremer_kraka (h : ∀ i, IsOrbital v (e i) (p i)) (x : ℝ) :
    kineticG n p x + virialV n p x = ∑ i, (v x - e i) * (n i * p i x ^ 2) := by
  simp only [kineticG, virialV, ← Finset.sum_add_distrib]
  refine Finset.sum_congr rfl fun i _ => ?_
  rw [(h i).second x]
  ring
```

Q: People read covalency from the sign of that quantity. What can you say about the sign?

A: Suppose that the occupations are nonnegative, that \(\rho(x)>0\), and that \(v(x)\) lies below every orbital energy, so that \(x\) is classically allowed for all the orbitals. Then no term of the sum is positive. Since \(\rho(x)>0\), some orbital \(j\) has \(n_j p_j(x)^2>0\), and its term is strictly negative. Hence \(G+V<0\) at \(x\). In Lean, `Finset.exists_lt_of_sum_lt` finds \(j\) and `Finset.sum_lt_sum` adds up the inequalities. The theorem gives a sign and does not classify bonds.

```lean
/-- With nonnegative occupations, the Cremer-Kraka energy density is negative at every point of
positive electron density where the potential lies below all orbital energies. -/
theorem cremer_kraka_neg (h : ∀ i, IsOrbital v (e i) (p i)) (hn : ∀ i, 0 ≤ n i) {x : ℝ}
    (hρ : 0 < density n p x) (hv : ∀ i, v x < e i) :
    kineticG n p x + virialV n p x < 0 := by
  rw [cremer_kraka h]
  -- some orbital contributes to the density at `x`
  have h0 : ∑ _i : ι, (0 : ℝ) < ∑ i, n i * p i x ^ 2 := by
    rw [Finset.sum_const_zero]
    exact hρ
  obtain ⟨j, hj, hpos⟩ := Finset.exists_lt_of_sum_lt h0
  have hlt : ∑ i, (v x - e i) * (n i * p i x ^ 2) < ∑ _i : ι, (0 : ℝ) := by
    refine Finset.sum_lt_sum (fun i _ => ?_) ⟨j, hj, ?_⟩
    · nlinarith [mul_nonneg (sub_nonneg.2 (hv i).le) (mul_nonneg (hn i) (sq_nonneg (p i x)))]
    · exact mul_neg_of_neg_of_pos (sub_neg.2 (hv j)) hpos
  rwa [Finset.sum_const_zero] at hlt
```

Q: An atom in a molecule is a region, not a point. How do you get there?

A: By integrating between two points \(a\) and \(b\) with \(\rho'(a)=\rho'(b)=0\), the one-dimensional form of the zero-flux boundary. The integrals require some regularity: if \(v\) is continuous, so is \(V\), by the form without second derivatives.

```lean
private lemma continuous_virialV (h : ∀ i, IsOrbital v (e i) (p i)) (hv : Continuous v) :
    Continuous (virialV n p) := by
  rw [virialV_eq h]
  exact continuous_finsetSum _ fun i _ => continuous_const.mul
    (((hv.sub continuous_const).mul ((h i).diff.continuous.pow 2)).sub
      (((h i).diff_deriv.continuous.pow 2).div_const 2))
```

Integrating the local virial theorem then gives

\[ 0=\rho'(b)-\rho'(a)=4\left(2\int_a^b G\,dx+\int_a^b V\,dx\right). \]

The proof is the fundamental theorem of calculus followed by linear arithmetic.

```lean
/-- Virial theorem for an atomic basin: for orbitals of a continuous potential, and between two
points where `ρ' = 0`, the integrated densities satisfy `2 ∫ G + ∫ V = 0`. -/
theorem basin_virial (h : ∀ i, IsOrbital v (e i) (p i)) (hv : Continuous v) {a b : ℝ}
    (ha : deriv (density n p) a = 0) (hb : deriv (density n p) b = 0) :
    2 * (∫ x in a..b, kineticG n p x) + (∫ x in a..b, virialV n p x) = 0 := by
  have cG : Continuous (kineticG n p) :=
    continuous_finsetSum _ fun i _ => continuous_const.mul
      (((h i).diff_deriv.continuous.pow 2).div_const 2)
  have cV : Continuous (virialV n p) := continuous_virialV h hv
  have iG : IntervalIntegrable (fun y => 2 * kineticG n p y) MeasureTheory.volume a b :=
    (continuous_const.mul cG).intervalIntegrable a b
  have iV : IntervalIntegrable (fun y => virialV n p y) MeasureTheory.volume a b :=
    cV.intervalIntegrable a b
  -- integrate the local virial theorem over the basin
  have key := intervalIntegral.integral_eq_sub_of_hasDerivAt (a := a) (b := b)
    (fun x _ => local_virial (n := n) (fun i => (h i).diff) (fun i => (h i).diff_deriv) x)
    ((iG.add iV).const_mul 4)
  rw [intervalIntegral.integral_const_mul, intervalIntegral.integral_add iG iV,
    intervalIntegral.integral_const_mul, ha, hb] at key
  linarith
```

Q: Does the hypothesis pick out atoms?

A: No. Any two stationary points of \(\rho\) will do, including a maximum and the neighbouring minimum. The interval is finite, so this describes an inner atom of a chain; an end atom, whose basin runs to infinity, would need a decay condition.

Q: I know the virial theorem as a relation between kinetic energy and force. Where is the force?

A: It comes from the derivative of \(xV\):

\[ (xV)'=V+x\,\rho\,v' . \]

Integrate this and replace \(\int V\) by \(-2\int G\):

\[ 2\int_a^b G\,dx=\int_a^b x\,\rho\,v'\,dx-\bigl[\,bV(b)-aV(a)\,\bigr]. \]

Here `v'` is a function, the derivative of \(v\) everywhere, and it is assumed continuous so that the virial integrand is integrable.

Q: Surely the surface term vanishes, since the boundary has zero flux?

A: Not in general. Zero flux means \(\rho'=0\), which removes the boundary term of the first integration. It does not make \(V\) vanish, so the bracket stays.

```lean
/-- Basin virial theorem with forces: for a continuously differentiable potential and a basin
bounded by points where `ρ' = 0`, `2 ∫ G = ∫ x ρ v' - (b V(b) - a V(a))`. -/
theorem basin_virial_force (h : ∀ i, IsOrbital v (e i) (p i)) {v' : ℝ → ℝ}
    (hv : ∀ x, HasDerivAt v (v' x) x) (hc : Continuous v') {a b : ℝ}
    (ha : deriv (density n p) a = 0) (hb : deriv (density n p) b = 0) :
    2 * (∫ x in a..b, kineticG n p x) =
      (∫ x in a..b, x * (density n p x * v' x)) - (b * virialV n p b - a * virialV n p a) := by
  have cv : Continuous v := continuous_iff_continuousAt.2 fun x => (hv x).continuousAt
  have cρ : Continuous (density n p) := continuous_iff_continuousAt.2 fun x =>
    (density_hasDerivAt (fun i => (h i).diff) x).continuousAt
  have iV : IntervalIntegrable (fun y => virialV n p y) MeasureTheory.volume a b :=
    (continuous_virialV h cv).intervalIntegrable a b
  have iF : IntervalIntegrable (fun y => y * (density n p y * v' y))
      MeasureTheory.volume a b :=
    (continuous_id.mul (cρ.mul hc)).intervalIntegrable a b
  -- the derivative of `x V` is `V + x ρ v'`
  have hd : ∀ x, HasDerivAt (fun y => y * virialV n p y)
      (virialV n p x + x * (density n p x * v' x)) x := fun x =>
    ((hasDerivAt_id' x).fun_mul (ehrenfest_force h (hv x))).congr_deriv (by ring)
  have key := intervalIntegral.integral_eq_sub_of_hasDerivAt (a := a) (b := b)
    (fun x _ => hd x) (iV.add iF)
  rw [intervalIntegral.integral_add iV iF] at key
  linarith [basin_virial h cv ha hb]
```

Q: Show me one orbital that meets your definition, and some numbers.

A: Take the harmonic potential \(v=x^2/2\). The function \(e^{-x^2/2}\) has second derivative \((x^2-1)e^{-x^2/2}\), so it is an orbital of energy \(1/2\). `isOrbital_witness` proves this by computing both derivatives and inserting them in the equation.

```lean
/-- The Gaussian `exp (-x²/2)` is an orbital of energy `1/2` in the harmonic potential `x²/2`. -/
theorem isOrbital_witness :
    IsOrbital (fun x => x ^ 2 / 2) (1 / 2) (fun x => Real.exp (-x ^ 2 / 2)) := by
  have d1 : ∀ x : ℝ, HasDerivAt (fun y : ℝ => Real.exp (-y ^ 2 / 2))
      (-x * Real.exp (-x ^ 2 / 2)) x := fun x => by
    have h : HasDerivAt (fun y : ℝ => -y ^ 2 / 2) (-x) x :=
      ((hasDerivAt_square (hasDerivAt_id' x)).fun_neg.div_const 2).congr_deriv (by ring)
    exact h.exp.congr_deriv (by ring)
  have d2 : ∀ x : ℝ, HasDerivAt (fun y : ℝ => -y * Real.exp (-y ^ 2 / 2))
      ((x ^ 2 - 1) * Real.exp (-x ^ 2 / 2)) x := fun x =>
    ((hasDerivAt_id' x).fun_neg.fun_mul (d1 x)).congr_deriv (by ring)
  have e1 : deriv (fun y : ℝ => Real.exp (-y ^ 2 / 2)) =
      fun y => -y * Real.exp (-y ^ 2 / 2) := funext fun x => (d1 x).deriv
  refine ⟨fun x => (d1 x).differentiableAt, ?_, fun x => ?_⟩
  · rw [e1]
    exact fun x => (d2 x).differentiableAt
  · show -deriv (deriv fun y : ℝ => Real.exp (-y ^ 2 / 2)) x / 2
      + x ^ 2 / 2 * Real.exp (-x ^ 2 / 2) = 1 / 2 * Real.exp (-x ^ 2 / 2)
    rw [e1, (d2 x).deriv]
    ring

end

end AtomsInMoleculesLine
```

The Lean function is unnormalised; the normalised orbital is \(\pi^{-1/4}e^{-x^2/2}\). With one electron in it, ordinary algebra gives

\[ \rho=\frac{e^{-x^2}}{\sqrt\pi},\qquad G=\tfrac12x^2\rho,\qquad V=-\tfrac12\rho . \]

At \(x=1/2\) the density is \(\rho\approx0.4394\), so \(G\approx0.0549\) and \(V\approx-0.2197\).

- Curvature: \(2G+V\approx-0.1098\), and \(\tfrac14\rho''=(x^2-\tfrac12)\rho=-\tfrac14\rho\) agrees.
- Force: \(V'=-\tfrac12\rho'=x\rho\approx0.2197\), which is \(\rho v'\). The force density is \(-0.2197\), towards the origin.
- Energy density: \(G+V\approx-0.1648\), and \((v-e)\rho=(\tfrac18-\tfrac12)\rho=-\tfrac38\rho\) agrees. It is negative, as it should be where \(v<e\).

Q: So how far may I carry this towards a real molecule?

A: The step that the hypotheses leave open is the one from independent electrons on a line to interacting electrons in three dimensions. There \(V\) becomes the trace of a stress tensor, and the force on the electrons includes their mutual repulsion. The orbitals here are also twice differentiable everywhere, whereas a 1s orbital has a cusp at a bare Coulomb nucleus. Within the one-dimensional, independent-electron model, the identities can test a program that computes \(\rho''\), \(G\) and \(V\) from orbitals. The local virial theorem checks only the computation of these three, because it holds for any twice differentiable functions. The relations \(V'=\rho v'\) and \(G+V=\sum_i(v-e_i)\,n_ip_i^2\) rest on the Schrödinger equation as well, so approximate orbitals in general violate them even when the program is correct.

```lean
#print axioms AtomsInMoleculesLine.cremer_kraka_neg
#print axioms AtomsInMoleculesLine.basin_virial_force
```

```
'AtomsInMoleculesLine.cremer_kraka_neg' depends on axioms: [propext, Classical.choice, Quot.sound]
'AtomsInMoleculesLine.basin_virial_force' depends on axioms: [propext, Classical.choice, Quot.sound]
```
